# Critical coupling and least momentum range in the linearized QED gap equation

Whether a massless electron can acquire a mass through photon exchange is treated here as a linear boundary value problem on a finite range of logarithmic momentum. The mass function $S$ depends on $t=\ln(p^2/\kappa^2)$, where $p$ is the Euclidean momentum, $\kappa$ the infrared cutoff and $\Lambda$ the ultraviolet cutoff, so $0\le t\le L=\ln(\Lambda^2/\kappa^2)$. The equations are

$$S''+S'+cS=0,\qquad S'(0)=0,\qquad S'(L)+S(L)=0,$$

with $L>0$ and $c=3\alpha/(4\pi)>0$. This value of $c$ belongs to Landau gauge with a bare vertex and a fixed coupling $\alpha$, without vacuum polarization. The boundary conditions come from the two ends of the momentum integral.

For $c\le 1/4$ only $S=0$ solves the problem. For $c>1/4$ and $w=\sqrt{c-1/4}$, the least $L$ with a nonzero solution is $(\pi-2\arctan 2w)/w$.

## From damping to quantization

Write $P=S'$, so $P'=-P-cS$. Then
$$(P^2+cS^2)'=2P(-P-cS)+2cSP=-2P^2\le 0.$$
If $S(0)=P(0)=0$, this nonnegative energy stays zero, and so does $S$.

Let $c\le 1/4$ and $F=e^tS(P+S/2)$. Differentiating,
$$F'=e^t\left[P^2+SP+(\tfrac12-c)S^2\right]=e^t\left[(P+\tfrac12S)^2+(\tfrac14-c)S^2\right]\ge 0.$$
The boundary conditions give $F(0)=S(0)^2/2$ and $F(L)=-e^LS(L)^2/2$. Since $F(0)\le F(L)$, $S(0)=0$, and the energy argument gives $S=0$.

Let $c=w^2+1/4$ with $w>0$. The characteristic roots are $-1/2\pm iw$, and the combination with zero initial slope is
$$u=e^{-t/2}(2w\cos wt+\sin wt),\qquad u'=-(2w^2+\tfrac12)e^{-t/2}\sin wt.$$
With $\theta=\arctan 2w$, we have $(2w^2+\frac12)\sin2\theta=2w$ and $(2w^2+\frac12)\cos2\theta=\frac12-2w^2$. Hence
$$\begin{aligned}u'(L)+u(L)&=e^{-L/2}\left[2w\cos wL+(\tfrac12-2w^2)\sin wL\right]\\&=(2w^2+\tfrac12)e^{-L/2}\sin(wL+2\theta).\end{aligned}$$
For any solution $S$, the difference $S-\frac{S(0)}{2w}u$ has zero initial data, so $S$ is a multiple of $u$. A nonzero one therefore requires $wL+2\theta=n\pi$, with $n\ge1$ because the left side is positive. The least length has $n=1$ and is positive because $\theta<\pi/2$.

For $c=1/2$, that is $\alpha=2\pi/3$, we get $w=1/2$, $\theta=\pi/4$ and $L=\pi$, so $\Lambda/\kappa=e^{\pi/2}\approx4.81$. There $u(\pi)=e^{-\pi/2}$ and $u'(\pi)=-e^{-\pi/2}$, which add to zero.

## The boundary value problem in Lean

```lean
import Mathlib

open Real Set

namespace LinearizedGapEquation

noncomputable section
```

In the code `P` is the slope of `S`, not a momentum. Derivatives are taken within $[0,L]$, hence one-sided at the ends.

```lean
/-- The linearized gap equation `S'' + S' + c S = 0` on `[0, L]`, written for the mass function
`S` and its slope `P = S'`. -/
structure SolvesGapODE (c L : ℝ) (S P : ℝ → ℝ) : Prop where
  slope : ∀ t ∈ Icc 0 L, HasDerivWithinAt S (P t) (Icc 0 L) t
  gap : ∀ t ∈ Icc 0 L, HasDerivWithinAt P (-P t - c * S t) (Icc 0 L) t
```

The boundary conditions are added separately.

```lean
/-- A solution of the gap equation with the infrared condition `S'(0) = 0` and the ultraviolet
condition `S'(L) + S(L) = 0`. -/
def IsGapSolution (c L : ℝ) (S P : ℝ → ℝ) : Prop :=
  SolvesGapODE c L S P ∧ P 0 = 0 ∧ P L + S L = 0
```

A mass solution must be nonzero somewhere on the interval; values outside it play no role.

```lean
/-- The boundary value problem has a solution that is not identically zero on `[0, L]`. -/
def HasMassSolution (c L : ℝ) : Prop :=
  ∃ S P : ℝ → ℝ, IsGapSolution c L S P ∧ ∃ t ∈ Icc 0 L, S t ≠ 0
```

The next definitions are $u$, $u'$ and the least length.

```lean
/-- The oscillating mode `exp(-t/2) (2w cos(wt) + sin(wt))`. -/
def gapMode (w t : ℝ) : ℝ := exp (-t / 2) * (2 * w * cos (w * t) + sin (w * t))

/-- The function `-(2w² + 1/2) exp(-t/2) sin(wt)`, the slope of the oscillating mode. -/
def gapSlope (w t : ℝ) : ℝ := -(2 * w ^ 2 + 1 / 2) * (exp (-t / 2) * sin (w * t))

/-- The length `(π - 2 arctan(2w)) / w` with `w = √(c - 1/4)`, for `c > 1/4`. -/
def criticalLength (c : ℝ) : ℝ := (π - 2 * arctan (2 * √(c - 1 / 4))) / √(c - 1 / 4)
```

## Uniqueness and the subcritical case

The derivative `hd` is the energy identity, and `hE` turns its sign into monotonicity.

```lean
/-- For `c > 0`, a solution of the gap equation whose value and slope vanish at `t = 0` vanishes
on all of `[0, L]`, together with its slope. -/
theorem eq_zero_of_initial {c L : ℝ} {S P : ℝ → ℝ} (hc : 0 < c)
    (h : SolvesGapODE c L S P) (hS : S 0 = 0) (hP : P 0 = 0) :
    ∀ t ∈ Icc 0 L, S t = 0 ∧ P t = 0 := by
  -- the energy of the damped oscillator never increases
  have hd : ∀ t ∈ Icc 0 L, HasDerivWithinAt (fun t => P t * P t + c * (S t * S t))
      (-2 * (P t * P t)) (Icc 0 L) t := by
    intro t ht
    have h1 := h.slope t ht
    have h2 := h.gap t ht
    have h3 := (h2.fun_mul h2).fun_add ((h1.fun_mul h1).const_mul c)
    exact h3.congr_deriv (by ring)
  have hE := antitoneOn_of_hasDerivWithinAt_nonpos (convex_Icc 0 L)
    (fun t ht => (hd t ht).continuousWithinAt)
    (fun t ht => (hd t (interior_subset ht)).mono interior_subset)
    (fun t _ => by nlinarith [mul_self_nonneg (P t)])
  intro t ht
  have h3 : P t * P t + c * (S t * S t) ≤ P 0 * P 0 + c * (S 0 * S 0) :=
    hE ⟨le_rfl, ht.1.trans ht.2⟩ ht ht.1
  rw [hS, hP] at h3
  have hp := mul_self_nonneg (P t)
  have hs := mul_nonneg hc.le (mul_self_nonneg (S t))
  have hs0 : c * (S t * S t) = 0 := by linarith
  exact ⟨mul_self_eq_zero.mp ((mul_eq_zero.mp hs0).resolve_left hc.ne'),
    mul_self_eq_zero.mp (by linarith)⟩
```

The same pattern, now with $F$ increasing, excludes nonzero solutions for $0<c\le1/4$.

```lean
/-- For `0 < c ≤ 1/4` every solution of the gap equation with both boundary conditions is zero
on `[0, L]`. -/
theorem subcritical_eq_zero {c L : ℝ} {S P : ℝ → ℝ} (hc : 0 < c) (hc4 : c ≤ 1 / 4)
    (h : IsGapSolution c L S P) : ∀ t ∈ Icc 0 L, S t = 0 := by
  obtain ⟨hode, hP0, hPL⟩ := h
  -- with ψ = exp(t/2) S, the product ψ ψ' is nondecreasing
  have hd : ∀ t ∈ Icc 0 L, HasDerivWithinAt (fun t => exp t * (S t * (P t + S t / 2)))
      (exp t * ((P t + S t / 2) ^ 2 + (1 / 4 - c) * S t ^ 2)) (Icc 0 L) t := by
    intro t ht
    have h1 := hode.slope t ht
    have h3 := (Real.hasDerivAt_exp t).hasDerivWithinAt (s := Icc 0 L) |>.fun_mul
      (h1.fun_mul ((hode.gap t ht).fun_add (h1.div_const 2)))
    exact h3.congr_deriv (by ring)
  have hF := monotoneOn_of_hasDerivWithinAt_nonneg (convex_Icc 0 L)
    (fun t ht => (hd t ht).continuousWithinAt)
    (fun t ht => (hd t (interior_subset ht)).mono interior_subset)
    (fun t _ => mul_nonneg (Real.exp_pos t).le
      (add_nonneg (sq_nonneg _) (mul_nonneg (by linarith) (sq_nonneg _))))
  intro t ht
  have hL : 0 ≤ L := ht.1.trans ht.2
  have h3 : exp 0 * (S 0 * (P 0 + S 0 / 2)) ≤ exp L * (S L * (P L + S L / 2)) :=
    hF ⟨le_rfl, hL⟩ ⟨hL, le_rfl⟩ hL
  -- the boundary conditions give the two ends opposite signs
  rw [hP0, eq_neg_of_add_eq_zero_left hPL, Real.exp_zero] at h3
  have h4 : S 0 * S 0 ≤ 0 := by
    nlinarith [mul_nonneg (Real.exp_pos L).le (mul_self_nonneg (S L))]
  have hS0 : S 0 = 0 := mul_self_eq_zero.mp (le_antisymm h4 (mul_self_nonneg _))
  exact (eq_zero_of_initial hc hode hS0 hP0 t ht).1
```

## Oscillating solutions and the threshold

The product and chain rules, followed by `ring`, verify both first-order equations for the mode.

```lean
/-- The oscillating mode solves the gap equation with `c = w² + 1/4`. -/
theorem gapMode_solves (w L : ℝ) :
    SolvesGapODE (w ^ 2 + 1 / 4) L (gapMode w) (gapSlope w) := by
  have he (t : ℝ) := ((hasDerivAt_id' t).fun_neg.div_const 2).exp
  have hw (t : ℝ) : HasDerivAt (fun x => w * x) w t :=
    ((hasDerivAt_id' t).const_mul w).congr_deriv (mul_one w)
  constructor <;> intro t _
  · have h := (he t).fun_mul (((hw t).cos.const_mul (2 * w)).fun_add (hw t).sin)
    exact (h.congr_deriv (by simp only [gapSlope]; ring)).hasDerivWithinAt
  · have h := ((he t).fun_mul (hw t).sin).const_mul (-(2 * w ^ 2 + 1 / 2))
    exact (h.congr_deriv (by simp only [gapSlope, gapMode]; ring)).hasDerivWithinAt
```

The boundary identity uses the addition and double-angle formulas; `linear_combination` supplies $\sin^2\theta+\cos^2\theta=1$.

```lean
/-- The ultraviolet boundary expression of the oscillating mode is
`(2w² + 1/2) exp(-L/2) sin(wL + 2 arctan(2w))`. -/
theorem gapMode_boundary (w L : ℝ) : gapSlope w L + gapMode w L =
    (2 * w ^ 2 + 1 / 2) * (exp (-L / 2) * sin (w * L + 2 * arctan (2 * w))) := by
  have hs : sin (arctan (2 * w)) = 2 * w * cos (arctan (2 * w)) := by
    rw [Real.sin_arctan, Real.cos_arctan]; ring
  have hp := Real.sin_sq_add_cos_sq (arctan (2 * w))
  rw [hs] at hp
  rw [Real.sin_add, Real.sin_two_mul, Real.cos_two_mul, hs, gapSlope, gapMode]
  linear_combination (-(exp (-L / 2)) * (sin (w * L) + 2 * w * cos (w * L))) * hp
```

In the forward direction, `hD` says that the difference from a multiple of the mode is again a solution, and `eq_zero_of_initial` makes it vanish. The zeros of sine give an integer, which positivity restricts to $n\ge1$. The converse uses the mode itself.

```lean
/-- For `w > 0`, `L > 0` and `c = w² + 1/4`, a nonzero solution exists exactly when
`wL + 2 arctan(2w)` is a positive integer multiple of `π`. -/
theorem hasMassSolution_iff {w L : ℝ} (hw : 0 < w) (hL : 0 < L) :
    HasMassSolution (w ^ 2 + 1 / 4) L ↔
      ∃ n : ℕ, 0 < n ∧ w * L + 2 * arctan (2 * w) = n * π := by
  have hu := gapMode_solves w L
  have hu0 : gapMode w 0 = 2 * w := by simp [gapMode]
  have hv0 : gapSlope w 0 = 0 := by simp [gapSlope]
  constructor
  · rintro ⟨S, P, ⟨hode, hP0, hPL⟩, t, ht, hSt⟩
    -- every solution with zero initial slope is a multiple of the oscillating mode
    obtain ⟨a, ha⟩ : ∃ a, S 0 = a * (2 * w) := ⟨S 0 / (2 * w), by field_simp⟩
    have hD : SolvesGapODE (w ^ 2 + 1 / 4) L (fun t => S t - a * gapMode w t)
        (fun t => P t - a * gapSlope w t) :=
      ⟨fun t ht => (hode.slope t ht).fun_sub ((hu.slope t ht).const_mul a),
        fun t ht => ((hode.gap t ht).fun_sub ((hu.gap t ht).const_mul a)).congr_deriv
          (by ring)⟩
    have hz := eq_zero_of_initial (by positivity) hD
      (by rw [hu0, ha]; ring) (by rw [hv0, hP0]; ring)
    have h1 : S t - a * gapMode w t = 0 := (hz t ht).1
    have ha0 : a ≠ 0 := by
      rintro rfl
      exact hSt (by linarith)
    have h2 : S L - a * gapMode w L = 0 := (hz L ⟨hL.le, le_rfl⟩).1
    have h3 : P L - a * gapSlope w L = 0 := (hz L ⟨hL.le, le_rfl⟩).2
    have h4 : a * (gapSlope w L + gapMode w L) = 0 := by linarith
    have h5 := (mul_eq_zero.mp h4).resolve_left ha0
    rw [gapMode_boundary] at h5
    have h6 := (mul_eq_zero.mp h5).resolve_left (by positivity)
    obtain ⟨n, hn⟩ := Real.sin_eq_zero_iff.mp
      ((mul_eq_zero.mp h6).resolve_left (Real.exp_pos _).ne')
    have hat : 0 < arctan (2 * w) := by
      rw [← Real.arctan_zero]
      exact Real.arctan_strictMono (by linarith)
    have hn0 : 0 < n := by
      by_contra hneg
      have hn' : (n : ℝ) ≤ 0 := by exact_mod_cast not_lt.mp hneg
      nlinarith [Real.pi_pos, mul_pos hw hL]
    obtain ⟨m, rfl⟩ := Int.eq_ofNat_of_zero_le hn0.le
    exact ⟨m, by exact_mod_cast hn0, by push_cast at hn; linarith⟩
  · rintro ⟨n, _, hn⟩
    refine ⟨gapMode w, gapSlope w, ⟨hu, hv0, ?_⟩, 0, ⟨le_rfl, hL.le⟩, ?_⟩
    · rw [gapMode_boundary, hn, Real.sin_nat_mul_pi, mul_zero, mul_zero]
    · rw [hu0]; positivity
```

`IsLeast` says both that the length admits a nonzero solution and that no shorter positive length does.

```lean
/-- For `c > 1/4` the least length `L > 0` with a nonzero solution is
`(π - 2 arctan(2w)) / w`, where `w = √(c - 1/4)`. -/
theorem isLeast_criticalLength {c : ℝ} (hc : 1 / 4 < c) :
    IsLeast {L | 0 < L ∧ HasMassSolution c L} (criticalLength c) := by
  obtain ⟨w, hw⟩ : ∃ w, w = √(c - 1 / 4) := ⟨_, rfl⟩
  have hw0 : 0 < w := by rw [hw]; exact Real.sqrt_pos.2 (by linarith)
  have hcw : c = w ^ 2 + 1 / 4 := by rw [hw, Real.sq_sqrt (by linarith)]; ring
  have hat := Real.arctan_lt_pi_div_two (2 * w)
  have hLc : criticalLength c = (π - 2 * arctan (2 * w)) / w := by rw [criticalLength, hw]
  have hpos : 0 < (π - 2 * arctan (2 * w)) / w := div_pos (by linarith) hw0
  rw [hLc, hcw]
  constructor
  · refine ⟨hpos, (hasMassSolution_iff hw0 hpos).2 ⟨1, one_pos, ?_⟩⟩
    have h1 : w * ((π - 2 * arctan (2 * w)) / w) = π - 2 * arctan (2 * w) := by field_simp
    rw [h1]; push_cast; ring
  · rintro L ⟨hL, hm⟩
    obtain ⟨n, hn, h⟩ := (hasMassSolution_iff hw0 hL).1 hm
    have h1 : (1 : ℝ) ≤ n := by exact_mod_cast hn
    rw [div_le_iff₀ hw0]
    nlinarith [mul_nonneg (sub_nonneg.2 h1) Real.pi_pos.le]
```

Finally, $c>1/4$ is rewritten as $\alpha>\pi/3$.

```lean
/-- With `c = 3α/(4π)` and `α > 0`, a nonzero solution exists for some length `L > 0` exactly
when `α > π/3`. -/
theorem critical_coupling {α : ℝ} (hα : 0 < α) :
    (∃ L, 0 < L ∧ HasMassSolution (3 * α / (4 * π)) L) ↔ π / 3 < α := by
  have hπ := Real.pi_pos
  constructor
  · rintro ⟨L, _, S, P, h, t, ht, hSt⟩
    by_contra hn
    have hc4 : 3 * α / (4 * π) ≤ 1 / 4 := by
      rw [div_le_iff₀ (by positivity)]
      linarith [not_lt.mp hn]
    exact hSt (subcritical_eq_zero (by positivity) hc4 h t ht)
  · intro h
    have hc : 1 / 4 < 3 * α / (4 * π) := by
      rw [lt_div_iff₀ (by positivity)]
      linarith
    exact ⟨_, (isLeast_criticalLength hc).1⟩

end

end LinearizedGapEquation
```

```lean
#print axioms LinearizedGapEquation.isLeast_criticalLength
#print axioms LinearizedGapEquation.critical_coupling
```

```
'LinearizedGapEquation.isLeast_criticalLength' depends on axioms: [propext, Classical.choice, Quot.sound]
'LinearizedGapEquation.critical_coupling' depends on axioms: [propext, Classical.choice, Quot.sound]
```

The passage from the nonlinear integral equation of QED to this linear problem is assumed, and linearity leaves the size of the mass undetermined. Within this truncated, fixed-coupling model, the onset of mass generation lies above $\pi/3$ when both cutoffs are kept, $0<\kappa<\Lambda<\infty$, and tends to $\pi/3$ as $\Lambda/\kappa\to\infty$.
